# For invertible B and positive diagonal D, replacing B by B + F changes the smallest singular value of BD by at most the fraction ‖FB⁻¹‖

In auxiliary-field Monte Carlo I keep a long product of propagators as \(UDV\), with the widely spread scales in the diagonal matrix \(D\). To add a propagator \(P\), I first form \(B=PU\) and only then scale its columns by \(D\). Rounding in the first step replaces \(B\) by \(B+F\). I believe that this damages even the smallest scale of \(BD\) by a relative amount of at most \(\eta=\|FB^{-1}\|\), however strongly \(D\) is graded, whereas a general error of size \(\varepsilon\) can make \(\mathrm{diag}(1,\varepsilon)\) singular. Can this be made rigorous and machine-checked?

## The error acts after BD

Yes, for real square matrices with \(B\) invertible. Write \(A=BD\) and \(A'=(B+F)D\). Inserting \(B^{-1}B\) gives

\[
A'=BD+FB^{-1}BD=A+(FB^{-1})A .
\]

The matrix \(FB^{-1}\) does not contain \(D\). With Euclidean vector norms and the spectral norm for matrices, the reverse triangle inequality gives, for every \(x\),

\[
\bigl|\,\|A'x\|-\|Ax\|\,\bigr|\le\|FB^{-1}Ax\|\le\eta\|Ax\| .
\]

Let \(\sigma(M)=\inf_{\|x\|=1}\|Mx\|\) be the smallest singular value. For unit \(x\), \(\sigma(A')\le\|A'x\|\le(1+\eta)\|Ax\|\), and the infimum over \(x\) gives \(\sigma(A')\le(1+\eta)\sigma(A)\). In the other direction, if \(\eta\le1\), then \(\|A'x\|\ge(1-\eta)\|Ax\|\ge(1-\eta)\sigma(A)\). If \(\eta>1\), the last expression is not positive and the bound is trivial. Hence

\[
|\sigma(A')-\sigma(A)|\le\eta\,\sigma(A).
\]

If \(D\) has positive diagonal entries \(d_i\), then \(\det A=\det B\prod_i d_i\ne0\). For unit \(x\), \(1=\|A^{-1}Ax\|\le\|A^{-1}\|\|Ax\|\), so \(\sigma(A)\ge1/\|A^{-1}\|>0\). Division by \(\sigma(A)\) gives \(|\sigma(A')/\sigma(A)-1|\le\eta\). If \(\eta<1\), then \(\sigma(A')\ge(1-\eta)\sigma(A)>0\).

The bound is attained: for \(F=tB\) with \(t\ge0\), \(FB^{-1}=tI\) has norm \(t\), and \(A'=(1+t)A\).

For the contrast, take \(\varepsilon>0\) and number the components 0 and 1. Adding \(\mathrm{diag}(0,-\varepsilon)\) to \(\mathrm{diag}(1,\varepsilon)\) leaves the singular matrix \(\mathrm{diag}(1,0)\). The perturbation sends \(x\) to a vector of length \(\varepsilon|x_1|\le\varepsilon\|x\|\), with equality at the basis vector \(e_1\), so its norm is exactly \(\varepsilon\).

## Matrices, norms and scales in Lean

`act M` is the matrix `M` as an operator on Euclidean space, `specNorm M` is its operator norm, and `sigmaMin M` is the infimum defining \(\sigma(M)\). The finite type `n` labels the basis states; `[Nonempty n]` makes the dimension positive. `IsUnit B.det` says that \(B\) is invertible, and `d` with `hd` supplies the positive scales.

`graded_norm_change` and `graded_sigmaMin_change` hold for any matrix \(D\), even a singular one. `graded_relative_stability` takes \(D\) positive diagonal and states three things: \(\sigma(A)>0\), the relative bound, and \(\sigma(A')>0\) when \(\eta<1\). The last two theorems give the attained bound and the \(2\times2\) contrast.

The error \(F\) is given, not derived from floating-point arithmetic, and \(\eta\) can be large when \(B\) is ill-conditioned. Errors from scaling the columns, from the next factorization and from \(V\) are not modelled, nor are complex matrices or the other singular values.

```lean
import Mathlib

open Matrix

namespace GradedStabilization

noncomputable section

variable {n : Type*} [Fintype n] [DecidableEq n]

/-- A real square matrix acting as a linear operator on Euclidean space. -/
def act (M : Matrix n n ℝ) : EuclideanSpace ℝ n →L[ℝ] EuclideanSpace ℝ n :=
  Matrix.toEuclideanCLM (n := n) (𝕜 := ℝ) M

/-- The spectral norm: the operator norm for Euclidean lengths. -/
def specNorm (M : Matrix n n ℝ) : ℝ := ‖act M‖

/-- The smallest singular value: the infimum of the length of `M x` over unit vectors `x`. -/
def sigmaMin (M : Matrix n n ℝ) : ℝ :=
  ⨅ x : Metric.sphere (0 : EuclideanSpace ℝ n) 1, ‖act M x.1‖

/-- In positive dimension there is a unit vector. -/
instance unitSphere_nonempty [Nonempty n] :
    Nonempty (Metric.sphere (0 : EuclideanSpace ℝ n) 1) :=
  ⟨⟨EuclideanSpace.single (Classical.arbitrary n) (1 : ℝ), by simp⟩⟩

/-- A product of matrices acts by applying the right factor first. -/
theorem act_mul (M N : Matrix n n ℝ) (x : EuclideanSpace ℝ n) :
    act (M * N) x = act M (act N x) := by
  simp only [act, map_mul]
  rfl

/-- Rescaling a matrix rescales its action on every vector. -/
theorem act_smul (t : ℝ) (M : Matrix n n ℝ) (x : EuclideanSpace ℝ n) :
    act (t • M) x = t • act M x := by
  ext i
  show ((t • M) *ᵥ x.ofLp) i = t * (M *ᵥ x.ofLp) i
  simp [Matrix.mulVec, dotProduct, Finset.mul_sum, mul_assoc]

/-- The smallest singular value is a lower bound for the length of `M x` on unit vectors. -/
theorem sigmaMin_le (M : Matrix n n ℝ) (x : Metric.sphere (0 : EuclideanSpace ℝ n) 1) :
    sigmaMin M ≤ ‖act M x.1‖ :=
  ciInf_le ⟨0, by rintro _ ⟨y, rfl⟩; exact norm_nonneg _⟩ x

/-- An invertible matrix has a positive smallest singular value. -/
theorem sigmaMin_pos [Nonempty n] (M : Matrix n n ℝ) (hM : IsUnit M.det) :
    0 < sigmaMin M := by
  have hc : 0 ≤ ‖act M⁻¹‖ := norm_nonneg _
  have hlow : 1 / (‖act M⁻¹‖ + 1) ≤ sigmaMin M := by
    refine le_ciInf fun x => ?_
    have hx : ‖x.1‖ = 1 := by simp
    -- recover x from M x by the inverse matrix
    have hinv : act M⁻¹ (act M x.1) = x.1 := by
      rw [← act_mul, Matrix.nonsing_inv_mul M hM]
      simp [act]
    have h := (act M⁻¹).le_opNorm (act M x.1)
    rw [hinv, hx] at h
    rw [div_le_iff₀ (by linarith)]
    nlinarith [norm_nonneg (act M x.1)]
  exact lt_of_lt_of_le (by positivity) hlow

/-- For invertible `B`, perturbing the left factor of `B D` by `F` changes the length of the image
of any vector by at most the fraction `‖F B⁻¹‖`, for every matrix `D`. -/
theorem graded_norm_change (B F D : Matrix n n ℝ) (hB : IsUnit B.det)
    (x : EuclideanSpace ℝ n) :
    |‖act ((B + F) * D) x‖ - ‖act (B * D) x‖|
      ≤ specNorm (F * B⁻¹) * ‖act (B * D) x‖ := by
  -- the error is a fixed matrix applied after B D
  have h : (B + F) * D = B * D + (F * B⁻¹) * (B * D) := by
    rw [Matrix.add_mul, Matrix.mul_assoc F, ← Matrix.mul_assoc B⁻¹,
      Matrix.nonsing_inv_mul B hB, Matrix.one_mul]
  have hx : act ((B + F) * D) x
      = act (B * D) x + act (F * B⁻¹) (act (B * D) x) := by
    rw [h, ← act_mul]
    simp only [act, map_add]
    rfl
  rw [hx]
  refine (abs_norm_sub_norm_le _ _).trans ?_
  rw [add_sub_cancel_left]
  exact (act (F * B⁻¹)).le_opNorm _

/-- For invertible `B`, the smallest singular value of `B D` changes by at most `‖F B⁻¹‖` times
itself when `B` is replaced by `B + F`. -/
theorem graded_sigmaMin_change [Nonempty n] (B F D : Matrix n n ℝ) (hB : IsUnit B.det) :
    |sigmaMin ((B + F) * D) - sigmaMin (B * D)|
      ≤ specNorm (F * B⁻¹) * sigmaMin (B * D) := by
  have hη : 0 ≤ specNorm (F * B⁻¹) := norm_nonneg _
  have hσ : 0 ≤ sigmaMin (B * D) := le_ciInf fun x => norm_nonneg _
  have up : sigmaMin ((B + F) * D) ≤ (1 + specNorm (F * B⁻¹)) * sigmaMin (B * D) := by
    have e : (1 + specNorm (F * B⁻¹)) * sigmaMin (B * D)
        = ⨅ x : Metric.sphere (0 : EuclideanSpace ℝ n) 1,
          (1 + specNorm (F * B⁻¹)) * ‖act (B * D) x.1‖ :=
      Real.mul_iInf_of_nonneg (by linarith) _
    rw [e]
    refine le_ciInf fun x => ?_
    have h1 := sigmaMin_le ((B + F) * D) x
    have h2 := (abs_le.1 (graded_norm_change B F D hB x.1)).2
    linarith
  have low : (1 - specNorm (F * B⁻¹)) * sigmaMin (B * D) ≤ sigmaMin ((B + F) * D) := by
    refine le_ciInf fun x => ?_
    have h1 := sigmaMin_le (B * D) x
    have h2 := (abs_le.1 (graded_norm_change B F D hB x.1)).1
    rcases le_total (specNorm (F * B⁻¹)) 1 with h | h
    · have h3 := mul_le_mul_of_nonneg_left h1 (sub_nonneg.2 h)
      linarith
    · have h3 := mul_nonneg (sub_nonneg.2 h) hσ
      have h4 := norm_nonneg (act ((B + F) * D) x.1)
      linarith
  rw [abs_le]
  constructor <;> linarith

/-- For invertible `B` and positive scales `d`, the smallest singular value of `B diag(d)` is
positive and its relative change under `B → B + F` is at most `‖F B⁻¹‖`; if `‖F B⁻¹‖ < 1`, the
perturbed smallest singular value is positive too. -/
theorem graded_relative_stability [Nonempty n] (B F : Matrix n n ℝ) (d : n → ℝ)
    (hB : IsUnit B.det) (hd : ∀ i, 0 < d i) :
    0 < sigmaMin (B * diagonal d) ∧
    |sigmaMin ((B + F) * diagonal d) / sigmaMin (B * diagonal d) - 1|
      ≤ specNorm (F * B⁻¹) ∧
    (specNorm (F * B⁻¹) < 1 → 0 < sigmaMin ((B + F) * diagonal d)) := by
  have hdet : IsUnit (B * diagonal d).det := by
    rw [Matrix.det_mul, Matrix.det_diagonal]
    exact hB.mul (Finset.prod_pos fun i _ => hd i).ne'.isUnit
  have hpos := sigmaMin_pos _ hdet
  have h := graded_sigmaMin_change B F (diagonal d) hB
  refine ⟨hpos, ?_, fun hη => ?_⟩
  · have e : sigmaMin ((B + F) * diagonal d) / sigmaMin (B * diagonal d) - 1
        = (sigmaMin ((B + F) * diagonal d) - sigmaMin (B * diagonal d))
          / sigmaMin (B * diagonal d) := by
      rw [sub_div, div_self hpos.ne']
    rw [e, abs_div, abs_of_pos hpos, div_le_iff₀ hpos]
    exact h
  · have h1 := (abs_le.1 h).1
    have h2 := mul_pos (sub_pos.2 hη) hpos
    linarith

/-- For invertible `B` and `t ≥ 0`, the perturbation `F = t B` has `‖F B⁻¹‖ = t` and multiplies the
smallest singular value of `B D` by exactly `1 + t`. -/
theorem graded_bound_attained [Nonempty n] (B D : Matrix n n ℝ) (hB : IsUnit B.det)
    {t : ℝ} (ht : 0 ≤ t) :
    specNorm ((t • B) * B⁻¹) = t ∧
    sigmaMin ((B + t • B) * D) = (1 + t) * sigmaMin (B * D) := by
  constructor
  · obtain ⟨u⟩ := unitSphere_nonempty (n := n)
    have hu : ‖u.1‖ = 1 := by simp
    have : Nontrivial (EuclideanSpace ℝ n) :=
      ⟨⟨u.1, 0, fun h0 => by rw [h0, norm_zero] at hu; exact zero_ne_one hu⟩⟩
    have e : act (t • (1 : Matrix n n ℝ))
        = t • (1 : EuclideanSpace ℝ n →L[ℝ] EuclideanSpace ℝ n) :=
      ContinuousLinearMap.ext fun x => by
        rw [act_smul]
        simp [act]
    rw [Matrix.smul_mul, Matrix.mul_nonsing_inv B hB, specNorm, e, norm_smul, norm_one,
      mul_one, Real.norm_of_nonneg ht]
  · have h : (B + t • B) * D = (1 + t) • (B * D) := by
      rw [Matrix.add_mul, Matrix.smul_mul, add_smul, one_smul]
    unfold sigmaMin
    rw [h, Real.mul_iInf_of_nonneg (by linarith)]
    congr 1
    funext x
    rw [act_smul, norm_smul, Real.norm_of_nonneg (by linarith)]

/-- For `ε > 0`, the nonsingular matrix `diag(1, ε)` is made singular by adding `diag(0, -ε)`, a
perturbation of spectral norm `ε`. -/
theorem unstructured_perturbation_singular {ε : ℝ} (hε : 0 < ε) :
    (diagonal ![1, ε]).det ≠ 0 ∧ specNorm (diagonal ![0, -ε]) = ε ∧
    (diagonal ![1, ε] + diagonal ![0, -ε]).det = 0 := by
  refine ⟨by simp [Matrix.det_diagonal, hε.ne'], le_antisymm ?_ ?_, ?_⟩
  · refine ContinuousLinearMap.opNorm_le_bound _ hε.le fun x => ?_
    have h0 : (act (diagonal ![0, -ε]) x).ofLp 0 = 0 := by
      show (diagonal ![0, -ε] *ᵥ x.ofLp) 0 = 0
      simp [Matrix.mulVec_diagonal]
    have h1 : (act (diagonal ![0, -ε]) x).ofLp 1 = -ε * x.ofLp 1 := by
      show (diagonal ![0, -ε] *ᵥ x.ofLp) 1 = -ε * x.ofLp 1
      simp [Matrix.mulVec_diagonal]
    refine (pow_le_pow_iff_left₀ (norm_nonneg _) (by positivity) two_ne_zero).1 ?_
    rw [mul_pow, EuclideanSpace.norm_sq_eq, EuclideanSpace.norm_sq_eq]
    simp only [Fin.sum_univ_two, h0, h1, Real.norm_eq_abs, sq_abs]
    nlinarith [mul_nonneg (sq_nonneg ε) (sq_nonneg (x.ofLp 0))]
  · -- the second basis vector is stretched by exactly ε
    have he : act (diagonal ![0, -ε]) (EuclideanSpace.single (1 : Fin 2) (1 : ℝ))
        = (-ε) • EuclideanSpace.single (1 : Fin 2) (1 : ℝ) := by
      ext i
      show (diagonal ![0, -ε] *ᵥ (EuclideanSpace.single (1 : Fin 2) (1 : ℝ)).ofLp) i
        = -ε * (EuclideanSpace.single (1 : Fin 2) (1 : ℝ)).ofLp i
      rw [Matrix.mulVec_diagonal]
      fin_cases i <;> simp
    have h := (act (diagonal ![0, -ε])).le_opNorm (EuclideanSpace.single (1 : Fin 2) (1 : ℝ))
    rw [he, norm_smul, PiLp.norm_single, norm_one, mul_one, mul_one, norm_neg,
      Real.norm_of_nonneg hε.le] at h
    exact h
  · rw [Matrix.diagonal_add, Matrix.det_diagonal, Fin.prod_univ_two]
    simp

end

end GradedStabilization
```

```lean
#print axioms GradedStabilization.graded_sigmaMin_change
-- 'GradedStabilization.graded_sigmaMin_change' depends on axioms: [propext, Classical.choice, Quot.sound]
#print axioms GradedStabilization.graded_relative_stability
-- 'GradedStabilization.graded_relative_stability' depends on axioms: [propext, Classical.choice, Quot.sound]
#print axioms GradedStabilization.graded_bound_attained
-- 'GradedStabilization.graded_bound_attained' depends on axioms: [propext, Classical.choice, Quot.sound]
#print axioms GradedStabilization.unstructured_perturbation_singular
-- 'GradedStabilization.unstructured_perturbation_singular' depends on axioms: [propext, Classical.choice, Quot.sound]
```

## How the proof follows the algebra

`act_mul` and `act_smul` translate matrix products and multiples into actions on vectors. In `graded_norm_change`, `h` is the identity \(A'=A+(FB^{-1})A\); `abs_norm_sub_norm_le` is the reverse triangle inequality, and `le_opNorm` bounds the remaining term by \(\eta\|Ax\|\).

In `graded_sigmaMin_change`, `up` uses `Real.mul_iInf_of_nonneg` to take the factor \(1+\eta\) inside the infimum, while `low` splits into the cases \(\eta\le1\) and \(\eta\ge1\). `sigmaMin_le` supplies the bound of the infimum by each unit vector's value.

`sigmaMin_pos` recovers \(x\) from \(Mx\) with the inverse. It uses the weaker bound \(1/(\|M^{-1}\|+1)\), whose denominator is visibly positive. `graded_relative_stability` applies it to \(BD\) after computing the determinant, then divides.

`graded_bound_attained` reduces both claims to multiplication by a scalar. In `unstructured_perturbation_singular`, the norm is bounded above by comparing squared lengths and below by testing \(e_1\); the determinants are products of diagonal entries.
